# Scattering states at a Robin wall with q > 0 are orthogonal to its surface state exp(-qx)

A particle moves freely on the half-line x > 0 and meets a wall at x = 0 that imposes ψ'(0) = -ψ(0) on its wave function. The decaying function φ(x) = exp(-x) meets this condition, so the wall binds a surface state. Now send in a wave of wave number 1 and let it come back with amplitude i:

ψ(x) = exp(-ix) + i exp(ix)

At the wall ψ(0) = 1 + i and ψ'(0) = -i + i·i = -(1 + i), so ψ satisfies the same condition. Its overlap with the surface state is

∫₀^∞ exp(-x) ψ(x) dx = 1/(1 + i) + i/(1 - i) = (1 - i)/2 + (i - 1)/2 = 0.

The reflected part cancels the incoming part, and the amplitude i that achieves this is the one that the wall dictates. The same holds for every decay constant q > 0 and every real wave number k, with reflection amplitude R = (ik - q)/(ik + q), which always has modulus one.

```lean
import Mathlib

open Complex (I)
open MeasureTheory
open scoped ComplexConjugate

namespace RobinHalfLine

noncomputable section
```

## Waves, surface state and wall

Units are chosen so that the free Hamiltonian is -d²/dx². With the time factor exp(-iEt) and k > 0, exp(-ikx) travels towards the wall and exp(ikx) away from it. For a complex amplitude r the wave is

ψ(x) = exp(-ikx) + r exp(ikx).

```lean
/-- The half-line wave `exp(-ikx) + r exp(ikx)`: for `k > 0`, an incoming wave plus a reflected wave
of amplitude `r`. -/
def wave (k : ℝ) (r : ℂ) (x : ℝ) : ℂ :=
  Complex.exp (-(I * k) * x) + r * Complex.exp (I * k * x)
```

The surface state is φ(x) = exp(-qx), where 1/q is its decay length. The code uses it unnormalised; the normalised state is √(2q) exp(-qx).

```lean
/-- The function `exp(-qx)`, which for `q > 0` is the unnormalized surface state. -/
def boundState (q x : ℝ) : ℂ := Complex.exp (-(q : ℂ) * x)
```

The wall is described by one number β, the logarithmic derivative of the wave function at x = 0 up to sign:

ψ'(0) = -β ψ(0).

It stands for the short-range forces at the surface, summarised in a single constant. With this sign a positive β is attractive; many texts give the Robin parameter the opposite sign. β may be complex here, and the surface state belongs to β = q.

```lean
/-- The Robin boundary condition `ψ'(0) = -β ψ(0)` at the wall, with parameter `β`. -/
def IsRobin (β : ℂ) (ψ : ℝ → ℂ) : Prop := HasDerivAt ψ (-β * ψ 0) 0
```

The amplitude R is called `reflection` in the code. It is an amplitude, not the reflection probability |R|².

```lean
/-- The reflection amplitude `(ik - q)/(ik + q)`, for real `k` and `q` not both zero. -/
def reflection (k q : ℝ) : ℂ := (I * k - q) / (I * k + q)
```

The overlap is the usual inner product on the half-line, conjugate-linear in the first state:

⟨φ, ψ⟩ = ∫₀^∞ φ(x)* ψ(x) dx.

All functions are defined on the whole real line, and the half-line enters only through this integral. The derivative at 0 is therefore two-sided, which for these exponentials agrees with the derivative from the right.

```lean
/-- The overlap of two states on the half-line: the integral of `conj φ * ψ` over `x > 0`,
for states whose product is integrable there. -/
def overlap (φ ψ : ℝ → ℂ) : ℂ := ∫ x in Set.Ioi (0 : ℝ), conj (φ x) * ψ x
```

## Free motion away from the wall

Everything rests on one derivative, for complex c and real x:

d/dx exp(cx) = c exp(cx).

The proof differentiates in a complex variable and then restricts to the real line with `comp_ofReal`.

```lean
/-- The derivative of `exp(cx)` along the real line is `c exp(cx)`, for complex `c`. -/
theorem hasDerivAt_cexp (c : ℂ) (x : ℝ) :
    HasDerivAt (fun y : ℝ => Complex.exp (c * y)) (c * Complex.exp (c * x)) x := by
  have h : HasDerivAt (fun z : ℂ => Complex.exp (c * z))
      (Complex.exp (c * x) * (c * 1)) (x : ℂ) :=
    ((hasDerivAt_id' (x : ℂ)).const_mul c).cexp
  exact h.comp_ofReal.congr_deriv (by ring)
```

Taking c = -ik and c = ik and adding gives the slope of the wave:

ψ'(x) = ik (r exp(ikx) - exp(-ikx)).

```lean
/-- The slope of the half-line wave at any point. -/
theorem hasDerivAt_wave (k : ℝ) (r : ℂ) (x : ℝ) :
    HasDerivAt (wave k r)
      (I * k * (r * Complex.exp (I * k * x) - Complex.exp (-(I * k) * x))) x :=
  ((hasDerivAt_cexp (-(I * k)) x).fun_add
    ((hasDerivAt_cexp (I * k) x).const_mul r)).congr_deriv (by ring)
```

A second derivative brings down another factor ±ik, and i² = -1 gives

ψ''(x) = (ik)² (r exp(ikx) + exp(-ikx)) = -k² ψ(x),

so ψ solves the free Schrödinger equation with energy k². The last line of the proof supplies i² = -1 through `Complex.I_sq`.

```lean
/-- The wave solves the free Schrödinger equation `ψ'' = -k² ψ`. -/
theorem wave_schrodinger (k : ℝ) (r : ℂ) (x : ℝ) :
    HasDerivAt (deriv (wave k r)) (-(k : ℂ) ^ 2 * wave k r x) x := by
  have h : deriv (wave k r) = fun y : ℝ =>
      I * k * (r * Complex.exp (I * k * y) - Complex.exp (-(I * k) * y)) :=
    funext fun y => (hasDerivAt_wave k r y).deriv
  rw [h]
  refine ((((hasDerivAt_cexp (I * k) x).const_mul r).fun_sub
    (hasDerivAt_cexp (-(I * k)) x)).const_mul (I * k)).congr_deriv ?_
  unfold wave
  linear_combination (k : ℂ) ^ 2 *
    (Complex.exp (-(I * k) * x) + r * Complex.exp (I * k * x)) * Complex.I_sq
```

For the surface state, φ'(x) = -q φ(x). At x = 0 this is the Robin condition with β = q, and differentiating again gives φ'' = q² φ, which is energy -q². Since φ is real, its squared norm is

∫₀^∞ exp(-2qx) dx = 1/(2q).

The three parts of the next theorem are these three facts.

```lean
/-- For `q > 0` the surface state obeys the Robin condition with parameter `q`, solves
`φ'' = q² φ`, and has squared norm `1/(2q)` on the half-line. -/
theorem boundState_spec {q : ℝ} (hq : 0 < q) :
    IsRobin q (boundState q) ∧
    (∀ x, HasDerivAt (deriv (boundState q)) ((q : ℂ) ^ 2 * boundState q x) x) ∧
    overlap (boundState q) (boundState q) = 1 / (2 * q) := by
  refine ⟨hasDerivAt_cexp (-(q : ℂ)) 0, fun x => ?_, ?_⟩
  · have h : deriv (boundState q) = fun y : ℝ => -(q : ℂ) * Complex.exp (-(q : ℂ) * y) :=
      funext fun y => (hasDerivAt_cexp (-(q : ℂ)) y).deriv
    rw [h]
    refine ((hasDerivAt_cexp (-(q : ℂ)) x).const_mul (-(q : ℂ))).congr_deriv ?_
    unfold boundState
    ring
  · have e : (fun x : ℝ => conj (boundState q x) * boundState q x) =
        fun x : ℝ => Complex.exp (-(2 * (q : ℂ)) * x) := by
      funext x
      have hc : conj (boundState q x) = Complex.exp (-(q : ℂ) * x) := by
        rw [boundState, ← Complex.exp_conj]
        simp
      rw [hc, boundState, ← Complex.exp_add]
      congr 1
      ring
    have ha : (-(2 * (q : ℂ))).re < 0 := by simpa using hq
    unfold overlap
    rw [e, integral_exp_mul_complex_Ioi ha]
    simp only [Complex.ofReal_zero, mul_zero, Complex.exp_zero, neg_div_neg_eq]
```

## The wall condition as a linear equation

At x = 0 the wave has ψ(0) = 1 + r and ψ'(0) = ik(r - 1). The Robin condition then reads

ik(r - 1) = -β(1 + r),

and collecting the terms in r gives

(ik + β) r = ik - β.

```lean
/-- At the wall, the Robin condition with complex parameter `β` is the linear equation
`(ik + β) r = ik - β` for the reflected amplitude. -/
theorem isRobin_wave_iff (k : ℝ) (β r : ℂ) :
    IsRobin β (wave k r) ↔ (I * k + β) * r = I * k - β := by
  have h := hasDerivAt_wave k r 0
  have h0 : wave k r 0 = 1 + r := by simp [wave]
  have h1 : I * k * (r * Complex.exp (I * k * (0 : ℝ)) -
      Complex.exp (-(I * k) * (0 : ℝ))) = I * k * (r - 1) := by simp
  rw [h1] at h
  unfold IsRobin
  rw [h0]
  constructor
  · intro H
    have e := H.unique h
    linear_combination (-1 : ℂ) * e
  · intro H
    exact h.congr_deriv (by linear_combination H)
```

The device that makes this equivalence short is the way in which `IsRobin` is stated. It does not equate two numbers, one of them a computed derivative. It says `HasDerivAt ψ (-β * ψ 0) 0`: the function ψ has derivative -βψ(0) at the point 0, so differentiability is part of the condition. The slope formula is a statement of the same kind, with ik(r - 1) in the place of the derivative.

From left to right, a function has at most one derivative at a point, so `H.unique h` equates the two values, and `linear_combination` rearranges the result into the linear equation. From right to left, the linear equation shows that the two values agree, and `congr_deriv` exchanges one for the other in the known derivative statement. Analysis enters through the slope formula and the uniqueness of the derivative; the rest is algebra in r.

## Real β and full reflection

Take squared moduli on both sides of the linear equation:

((Re β)² + (k + Im β)²) |r|² = (Re β)² + (k - Im β)².

If |r| = 1, subtracting the right side from the left leaves 4k Im β = 0, so β is real when k ≠ 0. Conversely, if Im β = 0, both brackets equal (Re β)² + k², which is positive, and |r|² = 1 follows. Physically, an imaginary part of β makes the wall a sink or a source of probability.

Both directions need the condition k ≠ 0. At k = 0 with β = i, the linear equation gives r = -1, which has modulus one although β is not real. At k = 0 with β = 0, the linear equation holds for every r, whatever its modulus.

In the proof, `ha` and `hb` are the two brackets, and `e` is the equation between squared moduli.

```lean
/-- For `k ≠ 0`, if the wave `exp(-ikx) + r exp(ikx)` obeys the Robin condition with complex
parameter `β`, then `r` has modulus one exactly when `β` is real. -/
theorem norm_eq_one_iff_real {k : ℝ} (hk : k ≠ 0) {β r : ℂ} (h : IsRobin β (wave k r)) :
    ‖r‖ = 1 ↔ β.im = 0 := by
  -- compare the squared moduli of the two sides of the boundary equation
  have e := congrArg Complex.normSq ((isRobin_wave_iff k β r).1 h)
  have ha : Complex.normSq (I * k + β) = β.re ^ 2 + (k + β.im) ^ 2 := by
    simp only [Complex.normSq_apply, Complex.add_re, Complex.add_im, Complex.mul_re,
      Complex.mul_im, Complex.I_re, Complex.I_im, Complex.ofReal_re, Complex.ofReal_im]
    ring
  have hb : Complex.normSq (I * k - β) = β.re ^ 2 + (k - β.im) ^ 2 := by
    simp only [Complex.normSq_apply, Complex.sub_re, Complex.sub_im, Complex.mul_re,
      Complex.mul_im, Complex.I_re, Complex.I_im, Complex.ofReal_re, Complex.ofReal_im]
    ring
  rw [map_mul, ha, hb, Complex.normSq_eq_norm_sq] at e
  constructor
  · intro h1
    rw [h1] at e
    have h2 : k * β.im = 0 := by linear_combination e / 4
    exact (mul_eq_zero.1 h2).resolve_left hk
  · intro h1
    rw [h1] at e
    have hpos : 0 < β.re ^ 2 + k ^ 2 := by positivity
    have h2 : ‖r‖ ^ 2 = 1 := mul_left_cancel₀ hpos.ne' (by linear_combination e)
    exact (sq_eq_sq₀ (norm_nonneg r) zero_le_one).1 (by rw [h2, one_pow])
```

## The overlap with the surface state

The product of the two states is a sum of two decaying exponentials:

φ(x)* ψ(x) = exp(-(q + ik)x) + r exp(-(q - ik)x).

Both exponents have real part -qx, so the integral converges although ψ itself is not normalisable. Each term integrates to the reciprocal of its decay constant:

⟨φ, ψ⟩ = 1/(q + ik) + r/(q - ik).

The theorem states integrability as well as the value. This matters because Lean assigns the value zero to the integral of a non-integrable function, and a vanishing overlap would then say nothing about orthogonality.

In the proof, `e` rewrites the integrand as the sum, `ha` and `hb` record that both exponents decay, and Mathlib's `integral_exp_mul_complex_Ioi` evaluates each term.

```lean
/-- For `q > 0` the product of surface state and wave is integrable on the half-line, and
their overlap is `1/(q + ik) + r/(q - ik)`. -/
theorem overlap_wave (k : ℝ) {q : ℝ} (hq : 0 < q) (r : ℂ) :
    IntegrableOn (fun x => conj (boundState q x) * wave k r x) (Set.Ioi 0) ∧
    overlap (boundState q) (wave k r) = 1 / (q + I * k) + r / (q - I * k) := by
  -- the integrand is a sum of two decaying exponentials
  have e : (fun x : ℝ => conj (boundState q x) * wave k r x) = fun x : ℝ =>
      Complex.exp (-((q : ℂ) + I * k) * x) + r * Complex.exp (-((q : ℂ) - I * k) * x) := by
    funext x
    have hc : conj (boundState q x) = Complex.exp (-(q : ℂ) * x) := by
      rw [boundState, ← Complex.exp_conj]
      simp
    have e1 : Complex.exp (-((q : ℂ) + I * k) * x) =
        Complex.exp (-(q : ℂ) * x) * Complex.exp (-(I * k) * x) := by
      rw [← Complex.exp_add]
      congr 1
      ring
    have e2 : Complex.exp (-((q : ℂ) - I * k) * x) =
        Complex.exp (-(q : ℂ) * x) * Complex.exp (I * k * x) := by
      rw [← Complex.exp_add]
      congr 1
      ring
    rw [hc, e1, e2, wave]
    ring
  have ha : (-((q : ℂ) + I * k)).re < 0 := by simpa using hq
  have hb : (-((q : ℂ) - I * k)).re < 0 := by simpa using hq
  have h1 := integrableOn_exp_mul_complex_Ioi ha 0
  have h2 := Integrable.const_mul (integrableOn_exp_mul_complex_Ioi hb 0) r
  constructor
  · rw [e]
    exact Integrable.add h1 h2
  · unfold overlap
    rw [e, integral_add h1 h2, integral_const_mul, integral_exp_mul_complex_Ioi ha,
      integral_exp_mul_complex_Ioi hb]
    simp only [Complex.ofReal_zero, mul_zero, Complex.exp_zero, neg_div_neg_eq]
    ring
```

## One amplitude for both conditions

Over a common denominator the overlap becomes

⟨φ, ψ⟩ = ((ik + q) r - (ik - q)) / ((ik + q)(q - ik)).

The numerator is ik(r - 1) + q(1 + r), which is ψ'(0) + qψ(0). The overlap thus vanishes exactly when the wave obeys the Robin condition with β = q. Neither factor in the denominator is zero, because both have real part q > 0, and solving for r gives

r = (ik - q)/(ik + q) = R.

The theorem says this as two equivalences, each with r = R on the right. The steps `hp`, `hp'` and `hm` show that the denominators are non-zero, and `key` is the common-denominator formula.

```lean
/-- For `q > 0`, the Robin condition with parameter `q` and orthogonality to the surface state
each hold exactly when the reflected amplitude is `(ik - q)/(ik + q)`. -/
theorem robin_and_orthogonal_iff (k : ℝ) {q : ℝ} (hq : 0 < q) (r : ℂ) :
    (IsRobin q (wave k r) ↔ r = reflection k q) ∧
    (overlap (boundState q) (wave k r) = 0 ↔ r = reflection k q) := by
  have hp : I * k + (q : ℂ) ≠ 0 := by
    intro h
    have h' := congrArg Complex.re h
    simp at h'
    linarith
  have hp' : (q : ℂ) + I * k ≠ 0 := by rwa [add_comm]
  have hm : (q : ℂ) - I * k ≠ 0 := by
    intro h
    have h' := congrArg Complex.re h
    simp at h'
    linarith
  constructor
  · rw [isRobin_wave_iff, reflection, eq_div_iff hp]
    constructor <;> intro h <;> linear_combination h
  · -- over a common denominator the overlap is the boundary equation again
    have key : 1 / ((q : ℂ) + I * k) + r / (q - I * k) =
        (r * (I * k + q) - (I * k - q)) / ((I * k + q) * (q - I * k)) := by
      rw [div_add_div _ _ hp' hm]
      congr 1 <;> ring
    rw [(overlap_wave k hq r).2, key, reflection, eq_div_iff hp, div_eq_zero_iff,
      or_iff_left (mul_ne_zero hp hm), sub_eq_zero]
```

## The scattering state

It remains to find the modulus of R. Since k and q are real,

ik - q = -(q - ik) = -(ik + q)*,

so numerator and denominator have the same modulus and |R| = 1. Setting r = R in the two equivalences supplies the boundary condition and the orthogonality. The final theorem collects all three statements for every real k and every q > 0. At k = 0 it is true but empty of physics: R = -1 and the wave vanishes identically.

In Lean, `hc` is the conjugation identity, and `hR.2 rfl` and `hO.2 rfl` are the two equivalences read from right to left.

```lean
/-- For `q > 0` and real `k`, the amplitude `R = (ik - q)/(ik + q)` has modulus one, and the
wave `exp(-ikx) + R exp(ikx)` obeys `ψ'(0) = -q ψ(0)` and is orthogonal to `exp(-qx)` on the
half-line. -/
theorem robin_scattering_state (k : ℝ) {q : ℝ} (hq : 0 < q) :
    ‖reflection k q‖ = 1 ∧ IsRobin q (wave k (reflection k q)) ∧
    overlap (boundState q) (wave k (reflection k q)) = 0 := by
  obtain ⟨hR, hO⟩ := robin_and_orthogonal_iff k hq (reflection k q)
  refine ⟨?_, hR.2 rfl, hO.2 rfl⟩
  have hp : I * k + (q : ℂ) ≠ 0 := by
    intro h
    have h' := congrArg Complex.re h
    simp at h'
    linarith
  -- numerator and denominator are conjugate up to a sign
  have hc : I * k - (q : ℂ) = -conj (I * k + (q : ℂ)) := by
    simp only [map_add, map_mul, Complex.conj_I, Complex.conj_ofReal]
    ring
  rw [reflection, norm_div, hc, norm_neg, RCLike.norm_conj]
  exact div_self (norm_ne_zero_iff.mpr hp)

end

end RobinHalfLine
```

## What the result says about a surface

In this one-dimensional, non-interacting model, a wave packet built from the scattering states has no component along the surface state, provided that the integrals over k and x may be interchanged. The theorems treat one wave number at a time. They do not address orthogonality between scattering states of different k, completeness of the whole set, or self-adjointness of the Hamiltonian on a domain of functions.

Besides leaving out interactions and the other two dimensions, the model replaces the potential of a surface by a constant q. For a potential of finite range, the logarithmic derivative at the edge generally varies with energy. The surface state and the scattering wave then no longer share one boundary condition, and the overlap taken over the outer region alone need not vanish.

```lean
#print axioms RobinHalfLine.wave_schrodinger
#print axioms RobinHalfLine.boundState_spec
#print axioms RobinHalfLine.norm_eq_one_iff_real
#print axioms RobinHalfLine.robin_scattering_state
```

```
'RobinHalfLine.wave_schrodinger' depends on axioms: [propext, Classical.choice, Quot.sound]
'RobinHalfLine.boundState_spec' depends on axioms: [propext, Classical.choice, Quot.sound]
'RobinHalfLine.norm_eq_one_iff_real' depends on axioms: [propext, Classical.choice, Quot.sound]
'RobinHalfLine.robin_scattering_state' depends on axioms: [propext, Classical.choice, Quot.sound]
```
